# After n partial swaps, the Frobenius distance to the reservoir state is at most |cos t|ⁿ times its initial value

At each step, a qubit undergoes the partial swap $\cos t+i\sin t\,\mathrm{SWAP}$ with a fresh, uncorrelated reservoir qubit in state $X=|0\rangle\langle 0|$. Write the system state as $R=X+D$, where $D$ has diagonal entries $-p,p$ and off-diagonal entries $b,\bar b$. With $c=\cos t$, $s=\sin t$ and

$$F(R)=c^2R+s^2X+isc\,[X,R],$$

one step multiplies $p$ by $c^2$ and $b$ by $c(c+is)=c\,e^{it}$. The excited population $p$ shrinks by the factor $c^2$, the coherence by $|c|$: the commutator rotates the coherence and leaves its contraction to the prefactor $c$. The parts below extend this bound to every finite dimension.

## The collision model

The finite type `d` labels the basis states. `IsDensity X` says that $X$ is positive semidefinite with unit trace, and `collide t X` is $F$.

```lean
import Mathlib

open Matrix Complex Filter
open scoped ComplexOrder Kronecker

namespace PartialSwapHomogenization

noncomputable section

variable {d : Type*} [Fintype d]

/-- A density matrix: positive semidefinite with unit trace. -/
structure IsDensity (X : Matrix d d ℂ) : Prop where
  pos : X.PosSemidef
  trace_eq : X.trace = 1

/-- The update of the system state `R` in one collision with a reservoir particle in state `X`:
`cos² t R + sin² t X + i sin t cos t [X, R]`. -/
def collide (t : ℝ) (X R : Matrix d d ℂ) : Matrix d d ℂ :=
  ((Real.cos t : ℂ) ^ 2) • R + ((Real.sin t : ℂ) ^ 2) • X
    + (I * (Real.sin t : ℂ) * (Real.cos t : ℂ)) • (X * R - R * X)
```

In the underlying collision, the system meets a fresh, uncorrelated particle in state $X$. They interact by $U=c+isS$, where $S$ exchanges the two particles, and the particle is then discarded. For two spins ½, this is a Heisenberg exchange pulse up to a phase.

```lean
/-- The operator exchanging the states of two particles. -/
def swapOp [DecidableEq d] : Matrix (d × d) (d × d) ℂ :=
  Matrix.of fun p q => if q = p.swap then 1 else 0

/-- The partial swap `cos t + i sin t SWAP`. -/
def partialSwap [DecidableEq d] (t : ℝ) : Matrix (d × d) (d × d) ℂ :=
  (Real.cos t : ℂ) • 1 + (I * (Real.sin t : ℂ)) • swapOp

/-- The partial trace over the second particle. -/
def traceSecond (M : Matrix (d × d) (d × d) ℂ) : Matrix d d ℂ :=
  Matrix.of fun i j => ∑ k, M (i, k) (j, k)
```

## (a) Derive the update from the collision

Show that $\mathrm{Tr}_2\,U(R\otimes X)U^\dagger=F(R)$ when $R$ and $X$ have unit trace.

Since $S(R\otimes X)S=X\otimes R$, the product is
$$c^2R\otimes X+s^2X\otimes R+isc\,\bigl(S(R\otimes X)-(R\otimes X)S\bigr).$$
The first two terms trace to $c^2R$ and $s^2X$. For the others, $\sum_kX_{ik}R_{kj}=(XR)_{ij}$ and $\sum_kR_{ik}X_{kj}=(RX)_{ij}$. In the code, `hl` and `hr` give the action of $S$ on entries, and `key` is the expansion before summing over $k$.

```lean
/-- Coupling system and reservoir particle by a partial swap and tracing out the reservoir
particle gives the collision update. -/
theorem traceSecond_partialSwap [DecidableEq d] (t : ℝ) (X R : Matrix d d ℂ)
    (hX : X.trace = 1) (hR : R.trace = 1) :
    traceSecond (partialSwap t * (R ⊗ₖ X) * (partialSwap t)ᴴ) = collide t X R := by
  -- SWAP permutes rows from the left and columns from the right, and is Hermitian
  have hl : ∀ (M : Matrix (d × d) (d × d) ℂ) (p q : d × d),
      (swapOp * M : Matrix (d × d) (d × d) ℂ) p q = M p.swap q := by
    intro M p q
    rw [Matrix.mul_apply, Finset.sum_eq_single p.swap]
    · simp [swapOp]
    · intro r _ hr
      simp [swapOp, hr]
    · simp
  have hr : ∀ (M : Matrix (d × d) (d × d) ℂ) (p q : d × d),
      (M * swapOp : Matrix (d × d) (d × d) ℂ) p q = M p q.swap := by
    intro M p q
    rw [Matrix.mul_apply, Finset.sum_eq_single q.swap]
    · simp [swapOp]
    · intro r _ hr
      have h : q ≠ r.swap := fun e => hr (by rw [e, Prod.swap_swap])
      simp [swapOp, h]
    · simp
  have hS : (swapOp : Matrix (d × d) (d × d) ℂ)ᴴ = swapOp := by
    ext p q
    by_cases h : q = p.swap
    · subst h
      simp [swapOp]
    · have h' : p ≠ q.swap := fun e => h (by rw [e, Prod.swap_swap])
      simp [swapOp, h, h']
  unfold partialSwap collide
  generalize Real.cos t = c
  generalize Real.sin t = s
  have hc : star (c : ℂ) = c := Complex.conj_ofReal c
  have hI : star (I * (s : ℂ)) = -(I * s) := by apply Complex.ext <;> simp
  ext i j
  have key : ∀ k, (((c : ℂ) • 1 + (I * (s : ℂ)) • swapOp : Matrix (d × d) (d × d) ℂ) *
      (R ⊗ₖ X) * ((c : ℂ) • 1 + (I * (s : ℂ)) • swapOp : Matrix (d × d) (d × d) ℂ)ᴴ :
        Matrix (d × d) (d × d) ℂ) (i, k) (j, k)
      = (c : ℂ) ^ 2 * R i j * X k k + (s : ℂ) ^ 2 * X i j * R k k
        + I * s * c * (X i k * R k j) - I * s * c * (R i k * X k j) := by
    intro k
    rw [conjTranspose_add, conjTranspose_smul, conjTranspose_smul, conjTranspose_one, hS, hc, hI]
    simp only [Matrix.add_mul, Matrix.mul_add, Matrix.smul_mul, Matrix.mul_smul, Matrix.one_mul,
      Matrix.mul_one, Matrix.add_apply, Matrix.smul_apply, smul_eq_mul, hr, hl,
      Matrix.kroneckerMap_apply, Prod.swap]
    linear_combination (-(s : ℂ) ^ 2 * X i j * R k k) * I_sq
  have hX' : ∑ k, X k k = 1 := hX
  have hR' : ∑ k, R k k = 1 := hR
  simp only [traceSecond, Matrix.of_apply, key]
  simp only [Finset.sum_add_distrib, Finset.sum_sub_distrib,
    ← Finset.mul_sum, hX', hR', Matrix.add_apply, Matrix.sub_apply, Matrix.smul_apply,
    smul_eq_mul, Matrix.mul_apply]
  ring
```

## (b) Factor a positive matrix

Show that a positive semidefinite $X$ has the form $B^\dagger B$.

Diagonalise $X$ and take $B=\sqrt X$. Lean obtains $B$ from the corresponding fact for C*-algebras. From here on, norms are Frobenius norms.

```lean
open scoped MatrixOrder Matrix.Norms.L2Operator in
/-- A positive semidefinite matrix has the form `B† B`. -/
theorem exists_factor {X : Matrix d d ℂ} (hX : X.PosSemidef) :
    ∃ B : Matrix d d ℂ, X = Bᴴ * B := by
  classical
  exact CStarAlgebra.nonneg_iff_eq_star_mul_self.mp hX.nonneg

open scoped Matrix.Norms.Frobenius
```

## (c) Write the norm as a trace

Show that $\|A\|^2=\mathrm{tr}\,A^\dagger A$.

Both sides are $\sum_{ij}|A_{ij}|^2$; the code exchanges the two sums.

```lean
/-- The squared Frobenius norm of `A` is the trace of `A† A`. -/
theorem frobenius_sq (A : Matrix d d ℂ) : ‖A‖ ^ 2 = (Aᴴ * A).trace.re := by
  rw [Matrix.frobenius_norm_def, ← Real.sqrt_eq_rpow, Real.sq_sqrt (by positivity)]
  simp only [Matrix.trace, Matrix.diag_apply, Matrix.mul_apply, Matrix.conjTranspose_apply,
    Complex.re_sum]
  rw [Finset.sum_comm]
  refine Finset.sum_congr rfl fun j _ => Finset.sum_congr rfl fun i _ => ?_
  rw [Real.rpow_two, Complex.sq_norm, Complex.normSq_apply]
  simp
```

## (d) Bound XD

Show that $\|XD\|^2\le\mathrm{tr}\,D^\dagger XD$ for a density matrix $X$.

With $X=B^\dagger B$, part (c) gives $\|B\|^2=\mathrm{tr}\,X=1$. Submultiplicativity then gives
$$\|B^\dagger(BD)\|^2\le\|B\|^2\|BD\|^2=\mathrm{tr}\,D^\dagger XD.$$

```lean
/-- For a density matrix `X`, the squared norm of `X D` is at most the trace of `D† X D`. -/
theorem density_mul_sq_le {X : Matrix d d ℂ} (hX : IsDensity X) (D : Matrix d d ℂ) :
    ‖X * D‖ ^ 2 ≤ (Dᴴ * (X * D)).trace.re := by
  obtain ⟨B, hB⟩ := exists_factor hX.pos
  have h1 : ‖B‖ ^ 2 = 1 := by rw [frobenius_sq, ← hB, hX.trace_eq, Complex.one_re]
  calc ‖X * D‖ ^ 2 = ‖Bᴴ * (B * D)‖ ^ 2 := by rw [hB, Matrix.mul_assoc]
    _ ≤ (‖Bᴴ‖ * ‖B * D‖) ^ 2 :=
        pow_le_pow_left₀ (norm_nonneg _) (Matrix.frobenius_norm_mul _ _) 2
    _ = ‖B * D‖ ^ 2 := by rw [mul_pow, Matrix.frobenius_norm_conjTranspose, h1, one_mul]
    _ = (Dᴴ * (X * D)).trace.re := by
        rw [frobenius_sq, hB, conjTranspose_mul]
        simp only [Matrix.mul_assoc]
```

## (e) Bound the commutator

Show that $\|[X,D]\|\le\|D\|$.

Expanding the squares and using cyclicity of the trace gives
$$\begin{aligned}&\|XD-DX\|^2+\|XD+DX-D\|^2\\&=\|D\|^2+2\bigl(\|XD\|^2-\mathrm{tr}\,D^\dagger XD\bigr)+2\bigl(\|DX\|^2-\mathrm{tr}\,DXD^\dagger\bigr).\end{aligned}$$
This is `key`. Both brackets are nonpositive by (d), applied to $D$ and to $D^\dagger$, because $\|XD^\dagger\|=\|DX\|$. Discard the second square on the left.

Positivity matters. For $X=\mathrm{diag}(2,-1)$, which has unit trace, and $D=|0\rangle\langle1|$, we get $[X,D]=3D$. At $t=\pi/4$ each step then multiplies the distance by $\sqrt{5/2}$.

```lean
/-- The commutator of a density matrix with any matrix `D` is no larger than `D`
in Frobenius norm. -/
theorem commutator_le {X : Matrix d d ℂ} (hX : IsDensity X) (D : Matrix d d ℂ) :
    ‖X * D - D * X‖ ≤ ‖D‖ := by
  have hH : Xᴴ = X := hX.pos.isHermitian
  have c1 := Matrix.trace_mul_comm Dᴴ (D * X)
  have c2 := Matrix.trace_mul_comm (X * Dᴴ) D
  simp only [Matrix.mul_assoc] at c1 c2
  -- parallelogram identity for the commutator and the shifted anticommutator
  have key : ‖X * D - D * X‖ ^ 2 + ‖X * D + D * X - D‖ ^ 2
      = ‖D‖ ^ 2 + 2 * ‖X * D‖ ^ 2 + 2 * ‖D * X‖ ^ 2
        - 2 * (Dᴴ * (X * D)).trace.re - 2 * (D * (X * Dᴴ)).trace.re := by
    simp only [frobenius_sq, conjTranspose_sub, conjTranspose_add, conjTranspose_mul, hH,
      Matrix.mul_sub, Matrix.sub_mul, Matrix.mul_add, Matrix.add_mul, Matrix.mul_assoc,
      Matrix.trace_sub, Matrix.trace_add, Complex.sub_re, Complex.add_re, c1, c2]
    ring
  have h1 := density_mul_sq_le hX D
  have h2 := density_mul_sq_le hX Dᴴ
  have h3 : ‖X * Dᴴ‖ = ‖D * X‖ := by
    rw [← Matrix.frobenius_norm_conjTranspose (D * X), conjTranspose_mul, hH]
  rw [h3, conjTranspose_conjTranspose] at h2
  refine (sq_le_sq₀ (norm_nonneg _) (norm_nonneg _)).mp ?_
  linarith [sq_nonneg ‖X * D + D * X - D‖]
```

## (f) Show that the two terms are perpendicular

For Hermitian $X$ and $K=[X,D]$, show that $\|cD+isK\|^2=c^2\|D\|^2+s^2\|K\|^2$ for any real $c,s$.

The cross term is $2cs\,\mathrm{Re}(i\,\mathrm{tr}\,D^\dagger K)$. It vanishes because $\mathrm{tr}\,D^\dagger K=\mathrm{tr}\,D^\dagger XD-\mathrm{tr}\,D^\dagger DX$ is real, which `hcyc` states as equality with the conjugate.

```lean
/-- For Hermitian `X`, the matrices `D` and `i [X, D]` combine like perpendicular vectors. -/
theorem pythagoras {X : Matrix d d ℂ} (hX : X.IsHermitian) (D : Matrix d d ℂ) (c s : ℝ) :
    ‖(c : ℂ) • D + (I * (s : ℂ)) • (X * D - D * X)‖ ^ 2
      = c ^ 2 * ‖D‖ ^ 2 + s ^ 2 * ‖X * D - D * X‖ ^ 2 := by
  obtain ⟨K, hK⟩ : ∃ K, K = X * D - D * X := ⟨_, rfl⟩
  -- the cross terms cancel by cyclicity of the trace
  have hcyc : (Dᴴ * K).trace = (Kᴴ * D).trace := by
    have h2 := Matrix.trace_mul_comm (Dᴴ * D) X
    rw [hK, conjTranspose_sub, conjTranspose_mul, conjTranspose_mul, hX.eq]
    simp only [Matrix.mul_sub, Matrix.sub_mul, Matrix.trace_sub, Matrix.mul_assoc] at h2 ⊢
    rw [h2]
  rw [← hK]
  have hc : star (c : ℂ) = c := Complex.conj_ofReal c
  have hI : star (I * (s : ℂ)) = -(I * s) := by apply Complex.ext <;> simp
  have h : (((c : ℂ) • D + (I * (s : ℂ)) • K)ᴴ * ((c : ℂ) • D + (I * (s : ℂ)) • K)).trace
      = ((c ^ 2 : ℝ) : ℂ) * (Dᴴ * D).trace + ((s ^ 2 : ℝ) : ℂ) * (Kᴴ * K).trace := by
    rw [conjTranspose_add, conjTranspose_smul, conjTranspose_smul, hc, hI,
      Complex.ofReal_pow, Complex.ofReal_pow]
    simp only [Matrix.add_mul, Matrix.mul_add, Matrix.smul_mul, Matrix.mul_smul,
      Matrix.trace_add, Matrix.trace_smul, smul_eq_mul]
    linear_combination (I * s * c) * hcyc - (s : ℂ) ^ 2 * (Kᴴ * K).trace * I_sq
  rw [frobenius_sq, h, Complex.add_re, Complex.re_ofReal_mul, Complex.re_ofReal_mul,
    ← frobenius_sq, ← frobenius_sq]
```

## (g) Contract once

Show that $\|F(R)-X\|\le|c|\,\|R-X\|$.

Put $D=R-X$. Since $s^2=1-c^2$ and $[X,R]=[X,D]$,
$$F(R)-X=c\,(cD+is[X,D]).$$
By (f) and (e), the bracket has squared norm at most $(c^2+s^2)\|D\|^2=\|D\|^2$.

```lean
/-- One collision shrinks the Frobenius distance to the reservoir state by at least
the factor `|cos t|`. -/
theorem collide_contracts {X : Matrix d d ℂ} (hX : IsDensity X) (t : ℝ) (R : Matrix d d ℂ) :
    ‖collide t X R - X‖ ≤ |Real.cos t| * ‖R - X‖ := by
  have hs : (Real.sin t : ℂ) ^ 2 = 1 - (Real.cos t : ℂ) ^ 2 := by
    rw [← Complex.ofReal_pow, Real.sin_sq, Complex.ofReal_sub, Complex.ofReal_one,
      Complex.ofReal_pow]
  have hK : X * (R - X) - (R - X) * X = X * R - R * X := by noncomm_ring
  -- one factor cos t splits off the deviation
  have hstep : collide t X R - X = (Real.cos t : ℂ) • ((Real.cos t : ℂ) • (R - X)
      + (I * (Real.sin t : ℂ)) • (X * (R - X) - (R - X) * X)) := by
    rw [hK]
    unfold collide
    rw [hs]
    module
  rw [hstep, norm_smul, Complex.norm_real, Real.norm_eq_abs]
  refine mul_le_mul_of_nonneg_left ?_ (abs_nonneg _)
  refine (sq_le_sq₀ (norm_nonneg _) (norm_nonneg _)).mp ?_
  rw [pythagoras hX.pos.isHermitian]
  have h1 := mul_le_mul_of_nonneg_left
    (pow_le_pow_left₀ (norm_nonneg _) (commutator_le hX (R - X)) 2) (sq_nonneg (Real.sin t))
  have h2 : Real.cos t ^ 2 * ‖R - X‖ ^ 2 + Real.sin t ^ 2 * ‖R - X‖ ^ 2 = ‖R - X‖ ^ 2 := by
    rw [← add_mul, Real.cos_sq_add_sin_sq, one_mul]
  linarith
```

## (h) Iterate

Show that $\|F^n(R)-X\|\le|c|^n\|R-X\|$.

The case $n=0$ is an equality, and (g) applied to $F^n(R)$ supplies the next factor. In Lean, `(collide t X)^[n]` is $F^n$, and $R$ may be any square matrix, so density matrices are included.

Had $F$ been defined as the partial trace itself, its second term would be $s^2\,\mathrm{tr}(R)\,X$, and the bound would need $\mathrm{tr}\,R=1$.

```lean
/-- After `n` collisions with reservoir particles in state `X`, the Frobenius distance of the
system from `X` is at most `|cos t| ^ n` times the initial distance. -/
theorem homogenization {X : Matrix d d ℂ} (hX : IsDensity X) (t : ℝ) (R : Matrix d d ℂ) (n : ℕ) :
    ‖(collide t X)^[n] R - X‖ ≤ |Real.cos t| ^ n * ‖R - X‖ := by
  induction n with
  | zero => simp
  | succ n ih =>
    rw [Function.iterate_succ_apply']
    calc _ ≤ |Real.cos t| * ‖(collide t X)^[n] R - X‖ := collide_contracts hX t _
      _ ≤ |Real.cos t| * (|Real.cos t| ^ n * ‖R - X‖) :=
          mul_le_mul_of_nonneg_left ih (abs_nonneg _)
      _ = |Real.cos t| ^ (n + 1) * ‖R - X‖ := by ring
```

## (i) Decide when the system converges

For $R\ne X$, show that the distance tends to zero exactly when $|c|<1$.

If $|c|<1$, the bound in (h) tends to zero. Otherwise $|c|=1$, so $s=0$, $F(R)=R$, and the distance keeps its nonzero initial value.

The bound in (h) limits from below how fast a finite-dimensional system relaxes under partial swaps with fresh, uncorrelated particles in state $X$, with no free evolution between collisions. The decay can be faster: for a maximally mixed $X$ the commutator vanishes and the distance falls as $c^{2n}$. Homogenization often also asks that the reservoir particles stay close to $X$; these theorems follow only the system.

```lean
/-- A system that starts away from the reservoir state converges to it under repeated
collisions exactly when `|cos t| < 1`. -/
theorem homogenizes_iff {X R : Matrix d d ℂ} (hX : IsDensity X) (hR : R ≠ X) (t : ℝ) :
    Tendsto (fun n : ℕ => ‖(collide t X)^[n] R - X‖) atTop (nhds 0) ↔ |Real.cos t| < 1 := by
  constructor
  · intro h
    by_contra hc
    have h1 : |Real.cos t| = 1 := le_antisymm (Real.abs_cos_le_one t) (not_lt.mp hc)
    have h2 : Real.cos t ^ 2 = 1 := by rw [← sq_abs, h1, one_pow]
    have h3 : Real.sin t = 0 := by
      have h4 : Real.sin t ^ 2 = 0 := by rw [Real.sin_sq, h2, sub_self]
      exact pow_eq_zero_iff (two_ne_zero) |>.mp h4
    -- without any swapping the state never moves
    have hfix : collide t X R = R := by
      unfold collide
      rw [← Complex.ofReal_pow, h2, h3]
      simp
    have hit : ∀ n : ℕ, (collide t X)^[n] R = R := fun n => Function.iterate_fixed hfix n
    simp only [hit] at h
    have h0 : ‖R - X‖ = 0 := tendsto_nhds_unique tendsto_const_nhds h
    exact hR (sub_eq_zero.mp (norm_eq_zero.mp h0))
  · intro hc
    have h := (tendsto_pow_atTop_nhds_zero_of_lt_one (abs_nonneg _) hc).mul_const ‖R - X‖
    rw [zero_mul] at h
    exact squeeze_zero (fun n => norm_nonneg _) (fun n => homogenization hX t R n) h

end

end PartialSwapHomogenization
```

```lean
#print axioms PartialSwapHomogenization.traceSecond_partialSwap
#print axioms PartialSwapHomogenization.homogenization
#print axioms PartialSwapHomogenization.homogenizes_iff
```

```
'PartialSwapHomogenization.traceSecond_partialSwap' depends on axioms: [propext, Classical.choice, Quot.sound]
'PartialSwapHomogenization.homogenization' depends on axioms: [propext, Classical.choice, Quot.sound]
'PartialSwapHomogenization.homogenizes_iff' depends on axioms: [propext, Classical.choice, Quot.sound]
```
